# Uniform classical spins on an x, a y and a z exchange bond have direction-independent energy exactly when the off-diagonal couplings cancel in the sum

The theorem `isotropic_iff` concerns the classical exchange energy of three bonds, one of each type c = x, y, z, when all spins equal the same real three-component unit vector n. In common Cartesian axes, the symmetric exchange tensor of a bond of type c has J on the diagonal, an additional K at the entry cc, G' between c and each of the other two axes, and G between those two axes. All four couplings are real. Each bond contributes the quadratic form of its tensor at n, and the energy is the sum of the three. The statement is that this energy takes the same value for all unit vectors if and only if G + 2G' = 0, whatever J and K are. The proof uses the closed formula of `cellEnergy_eq`, from which the "if" direction follows at once. For the converse it compares the directions (1, 0, 0) and (3/5, 4/5, 0), whose energies differ by (24/25)(G + 2G').

The failing Lean file:

```lean
import Mathlib

open Matrix

namespace IsotropicIff

noncomputable section

/-- Exchange tensor of a bond of type `c`: `J` on the diagonal, an additional `K` at `cc`,
`G'` between `c` and each other axis, and `G` between the two other axes. -/
def bondTensor (J K G G' : ℝ) (c : Fin 3) : Matrix (Fin 3) (Fin 3) ℝ :=
  Matrix.of fun a b =>
    if a = b then (if a = c then J + K else J)
    else if a = c ∨ b = c then G' else G

/-- Classical energy of the three bonds of one cell when all spins equal `n`. -/
def cellEnergy (J K G G' : ℝ) (n : Fin 3 → ℝ) : ℝ :=
  ∑ c, n ⬝ᵥ (bondTensor J K G G' c *ᵥ n)

/-- Unit length written out in components. -/
lemma unit_components {n : Fin 3 → ℝ} (hn : n ⬝ᵥ n = 1) :
    n 0 * n 0 + n 1 * n 1 + n 2 * n 2 = 1 := by
  simpa only [dotProduct, Fin.sum_univ_three] using hn

/-- For a uniform unit spin the three-bond sum is
`3J + K + (G + 2G')((n_x + n_y + n_z)² - 1)`. -/
theorem cellEnergy_eq (J K G G' : ℝ) {n : Fin 3 → ℝ} (hn : n ⬝ᵥ n = 1) :
    cellEnergy J K G G' n
      = 3 * J + K + (G + 2 * G') * ((n 0 + n 1 + n 2) ^ 2 - 1) := by
  have hn' := unit_components hn
  -- expand the three quadratic forms for an arbitrary vector
  have h : cellEnergy J K G G' n
      = (3 * J + K) * (n 0 * n 0 + n 1 * n 1 + n 2 * n 2)
        + (G + 2 * G') * ((n 0 + n 1 + n 2) ^ 2
          - (n 0 * n 0 + n 1 * n 1 + n 2 * n 2)) := by
    simp [cellEnergy, bondTensor, Matrix.mulVec, dotProduct, Fin.sum_univ_three]
    ring
  rw [h, hn']
  ring

/-- The energy of a uniform unit spin is the same in all directions exactly when
`G + 2G' = 0`. -/
theorem isotropic_iff (J K G G' : ℝ) :
    (∀ n m : Fin 3 → ℝ, n ⬝ᵥ n = 1 → m ⬝ᵥ m = 1 →
      cellEnergy J K G G' n = cellEnergy J K G G' m) ↔ G + 2 * G' = 0 := by
  constructor
  · intro h
    -- compare a cubic axis with a tilted direction in the xy plane
    have h1 : (![1, 0, 0] : Fin 3 → ℝ) ⬝ᵥ ![1, 0, 0] = 1 := by
      norm_num [dotProduct, Fin.sum_univ_three]
    have h2 : (![3 / 5, 4 / 5, 0] : Fin 3 → ℝ) ⬝ᵥ ![3 / 5, 4 / 5, 0] = 1 := by
      norm_num [dotProduct, Fin.sum_univ_three]
    have e1 : cellEnergy J K G G' ![1, 0, 0] = 3 * J + K := by
      rw [cellEnergy_eq J K G G' h1]
      norm_num
    have e2 : cellEnergy J K G G' ![3 / 5, 4 / 5, 0]
        = 3 * J + K + (G + 2 * G') * (24 / 25) := by
      rw [cellEnergy_eq J K G G' h2]
      norm_num
    have h3 := h _ _ h1 h2
    rw [e1, e2] at h3
    linarith
  · intro hg n m hn hm
    rw [cellEnergy_eq J K G G' hn, cellEnergy_eq J K G G' hm, hg]
    ring

end

end IsotropicIff
```

The error:

```
Main.lean:49:60: error: unsolved goals
J K G G' : ℝ
h : ∀ (n m : Fin 3 → ℝ), n ⬝ᵥ n = 1 → m ⬝ᵥ m = 1 → cellEnergy J K G G' n = cellEnergy J K G G' m
⊢ ![1, 0, 0] 2 = 0
Main.lean:51:76: error: unsolved goals
J K G G' : ℝ
h : ∀ (n m : Fin 3 → ℝ), n ⬝ᵥ n = 1 → m ⬝ᵥ m = 1 → cellEnergy J K G G' n = cellEnergy J K G G' m
h1 : ![1, 0, 0] ⬝ᵥ ![1, 0, 0] = 1
⊢ ![3 / 5, 4 / 5, 0] 2 = 0
Main.lean:53:60: error: unsolved goals
J K G G' : ℝ
h : ∀ (n m : Fin 3 → ℝ), n ⬝ᵥ n = 1 → m ⬝ᵥ m = 1 → cellEnergy J K G G' n = cellEnergy J K G G' m
h1 : ![1, 0, 0] ⬝ᵥ ![1, 0, 0] = 1
h2 : ![3 / 5, 4 / 5, 0] ⬝ᵥ ![3 / 5, 4 / 5, 0] = 1
⊢ G + 2 * G' = 0 ∨ (1 + ![1, 0, 0] 2) ^ 2 - 1 = 0
Main.lean:57:50: error: unsolved goals
J K G G' : ℝ
h : ∀ (n m : Fin 3 → ℝ), n ⬝ᵥ n = 1 → m ⬝ᵥ m = 1 → cellEnergy J K G G' n = cellEnergy J K G G' m
h1 : ![1, 0, 0] ⬝ᵥ ![1, 0, 0] = 1
h2 : ![3 / 5, 4 / 5, 0] ⬝ᵥ ![3 / 5, 4 / 5, 0] = 1
e1 : cellEnergy J K G G' ![1, 0, 0] = 3 * J + K
⊢ (7 / 5 + ![3 / 5, 4 / 5, 0] 2) ^ 2 - 1 = 24 / 25 ∨ G + 2 * G' = 0
```

All four errors have one source: `norm_num` evaluated the first two entries of the explicit vectors but left the third, `![1, 0, 0] 2` or `![3 / 5, 4 / 5, 0] 2`, as it stood. Entries 0 and 1 are covered by ordinary simp lemmas. Entry 2 is left to a simplification procedure (a simproc), which `simp` runs by default and `norm_num` does not. In `h1` and `h2` what remains is the claim that this entry is zero. In `e1` and `e2` the simplifier has also turned the equation into an "or", one side of which is G + 2G' = 0. That side is not known here, but the other is plain arithmetic once the third entry is read as 0.

The entry is 0 by definition, and the repair uses this. In `h1` and `h2`, `simp only` first writes the dot product as a sum of three terms. In all four places `change` then restates the goal with numbers in place of the vector entries, which Lean accepts because the two forms agree by unfolding definitions. No vector entry is left, so `norm_num` closes the two numerical goals and `ring` the two identities in the couplings.

Fix (accepted with no message):

```diff
@@ -48,14 +48,21 @@
     -- compare a cubic axis with a tilted direction in the xy plane
     have h1 : (![1, 0, 0] : Fin 3 → ℝ) ⬝ᵥ ![1, 0, 0] = 1 := by
-      norm_num [dotProduct, Fin.sum_univ_three]
+      simp only [dotProduct, Fin.sum_univ_three]
+      change (1 : ℝ) * 1 + 0 * 0 + 0 * 0 = 1
+      norm_num
     have h2 : (![3 / 5, 4 / 5, 0] : Fin 3 → ℝ) ⬝ᵥ ![3 / 5, 4 / 5, 0] = 1 := by
-      norm_num [dotProduct, Fin.sum_univ_three]
+      simp only [dotProduct, Fin.sum_univ_three]
+      change (3 / 5 : ℝ) * (3 / 5) + 4 / 5 * (4 / 5) + 0 * 0 = 1
+      norm_num
     have e1 : cellEnergy J K G G' ![1, 0, 0] = 3 * J + K := by
       rw [cellEnergy_eq J K G G' h1]
-      norm_num
+      change 3 * J + K + (G + 2 * G') * (((1 : ℝ) + 0 + 0) ^ 2 - 1) = 3 * J + K
+      ring
     have e2 : cellEnergy J K G G' ![3 / 5, 4 / 5, 0]
         = 3 * J + K + (G + 2 * G') * (24 / 25) := by
       rw [cellEnergy_eq J K G G' h2]
-      norm_num
+      change 3 * J + K + (G + 2 * G') * (((3 / 5 : ℝ) + 4 / 5 + 0) ^ 2 - 1)
+        = 3 * J + K + (G + 2 * G') * (24 / 25)
+      ring
     have h3 := h _ _ h1 h2
     rw [e1, e2] at h3
```
